# Six eigenstates of the spin-orbit coupling −λ l·s for l = 1 and s = 1/2, with energies λ and −λ/2

The theorem `spinOrbit_level` concerns one spin-1/2 with orbital angular momentum l = 1, whose only energy is the spin-orbit term −λ l·s, with λ any real number and l and s in units of ħ. It states that six explicitly given vectors in the six-dimensional space of spin-orbitals are eigenvectors of this 6 × 6 matrix, the first two with eigenvalue λ and the other four with −λ/2. The proof takes the action of l·s on an arbitrary state from `ls_mulVec` and then checks the eigenvalue equation component by component for each of the six vectors. In each case `simp` puts in the entries, and what is left should be an equation that follows by algebra alone or with `r_sq`, the fact that √2 · √2 = 2.

Lean 4 with Mathlib refuses this proof:

```lean
import Mathlib

open Matrix
open scoped Kronecker

namespace SpinOrbitHubbardGap

noncomputable section

/-- The number √2 as a complex amplitude. -/
def r : ℂ := ((√2 : ℝ) : ℂ)

/-- The number 1/√3 as a complex amplitude. -/
def a : ℂ := (((√3)⁻¹ : ℝ) : ℂ)

lemma r_sq : r * r = 2 := by
  unfold r
  rw [← Complex.ofReal_mul, Real.mul_self_sqrt (by norm_num)]
  norm_num

/-- Spin-1 matrix l_x in the basis m = 1, 0, -1. -/
def lx : Matrix (Fin 3) (Fin 3) ℂ := !![0, r / 2, 0; r / 2, 0, r / 2; 0, r / 2, 0]

/-- Spin-1 matrix l_y in the basis m = 1, 0, -1. -/
def ly : Matrix (Fin 3) (Fin 3) ℂ :=
  !![0, -(r / 2 * Complex.I), 0; r / 2 * Complex.I, 0, -(r / 2 * Complex.I);
    0, r / 2 * Complex.I, 0]

/-- Spin-1 matrix l_z in the basis m = 1, 0, -1. -/
def lz : Matrix (Fin 3) (Fin 3) ℂ := !![1, 0, 0; 0, 0, 0; 0, 0, -1]

/-- Spin-1/2 matrix s_x in the basis up, down. -/
def sx : Matrix (Fin 2) (Fin 2) ℂ := !![0, 1 / 2; 1 / 2, 0]

/-- Spin-1/2 matrix s_y in the basis up, down. -/
def sy : Matrix (Fin 2) (Fin 2) ℂ := !![0, -(Complex.I / 2); Complex.I / 2, 0]

/-- Spin-1/2 matrix s_z in the basis up, down. -/
def sz : Matrix (Fin 2) (Fin 2) ℂ := !![1 / 2, 0; 0, -(1 / 2)]

/-- The scalar product l·s on the six spin-orbitals. -/
def ls : Matrix (Fin 3 × Fin 2) (Fin 3 × Fin 2) ℂ := lx ⊗ₖ sx + ly ⊗ₖ sy + lz ⊗ₖ sz

/-- The spin-orbit Hamiltonian H = -lam l·s. -/
def spinOrbit (lam : ℝ) : Matrix (Fin 3 × Fin 2) (Fin 3 × Fin 2) ℂ := (-(lam : ℂ)) • ls

/-- The hole state √(2/3) |1, down⟩ - √(1/3) |0, up⟩. -/
def hole : Fin 3 × Fin 2 → ℂ := fun p => !![0, r * a; -a, 0; 0, 0] p.1 p.2

/-- Six spin-orbit coupled states, the hole state first. -/
def level : Fin 6 → Fin 3 × Fin 2 → ℂ :=
  ![hole,
    fun p => !![0, 0; 0, a; -(r * a), 0] p.1 p.2,
    fun p => !![1, 0; 0, 0; 0, 0] p.1 p.2,
    fun p => !![0, a; r * a, 0; 0, 0] p.1 p.2,
    fun p => !![0, 0; 0, r * a; a, 0] p.1 p.2,
    fun p => !![0, 0; 0, 0; 0, 1] p.1 p.2]

/-- Spin-orbit energies: lam twice and -lam/2 four times. -/
def energy (lam : ℝ) : Fin 6 → ℝ :=
  ![lam, lam, -lam / 2, -lam / 2, -lam / 2, -lam / 2]

/-- The action of l·s on an arbitrary state, component by component. -/
theorem ls_mulVec (x : Fin 3 × Fin 2 → ℂ) :
    ls *ᵥ x = fun p =>
      !![x (0, 0) / 2, -(x (0, 1) / 2) + r / 2 * x (1, 0);
        r / 2 * x (0, 1), r / 2 * x (2, 0);
        r / 2 * x (1, 1) - x (2, 0) / 2, x (2, 1) / 2] p.1 p.2 := by
  have hI := Complex.I_sq
  funext p
  obtain ⟨i, j⟩ := p
  fin_cases i <;> fin_cases j <;>
    simp [ls, lx, ly, lz, sx, sy, sz, Matrix.mulVec, dotProduct, Fintype.sum_prod_type,
      Fin.sum_univ_three, Fin.sum_univ_two]
  -- the x and y products combine through I² = -1
  · linear_combination (r / 4 * x (1, 1)) * hI
  · linear_combination (-(r / 4) * x (1, 0)) * hI
  · linear_combination (-(r / 4) * x (0, 1) + r / 4 * x (2, 1)) * hI
  · linear_combination (r / 4 * x (0, 0) - r / 4 * x (2, 0)) * hI
  · linear_combination (-(r / 4) * x (1, 1)) * hI
  · linear_combination (r / 4 * x (1, 0)) * hI

/-- The six coupled states are eigenvectors of -lam l·s, two with energy lam and
four with energy -lam/2. -/
theorem spinOrbit_level (lam : ℝ) (k : Fin 6) :
    spinOrbit lam *ᵥ level k = (energy lam k : ℂ) • level k := by
  rw [spinOrbit, Matrix.smul_mulVec, ls_mulVec]
  funext p
  obtain ⟨i, j⟩ := p
  fin_cases k <;> fin_cases i <;> fin_cases j <;>
    simp [level, hole, energy] <;>
    first
    | ring1
    | linear_combination (-(lam : ℂ) * a / 2) * r_sq
    | linear_combination ((lam : ℂ) * a / 2) * r_sq

end

end SpinOrbitHubbardGap
```

Compiling this gives:

```
Main.lean:95:6: error: Not a comparison: r / 2 * (r * a) = a ∨ lam = 0
Main.lean:95:6: error: Not a comparison: r / 2 * (r * a) = a ∨ lam = 0
Main.lean:95:6: error: Not a comparison: r / 2 * a - -(r * a) / 2 = r * a ∨ lam = 0
```

Diagnosis. The three messages say that `linear_combination` was given a goal that is not a comparison, here an "or" statement such as `r / 2 * (r * a) = a ∨ lam = 0`. The equation had a common factor `lam` on both sides, and `simp` cancelled it. Since `lam` may be zero, cancelling is only valid with the second case `lam = 0` added, and this is what `mul_eq_mul_left_iff` does. Neither `ring1` nor `linear_combination` proves an "or", so all the alternatives under `first` fail, even for the third goal, whose left-hand equation is plain algebra.

The repair tells `simp` not to use `mul_eq_mul_left_iff` or its mirror image `mul_eq_mul_right_iff`, which cancels a common factor on the right. The goals then stay equations with `lam` still in them, which is the form the closing steps were written for: the coefficients of `r_sq` already contain `lam`. The messages do not show whether the right-hand version also had to be switched off.

After these edits no error is left:

```diff
@@ -89,5 +89,5 @@
   obtain ⟨i, j⟩ := p
   fin_cases k <;> fin_cases i <;> fin_cases j <;>
-    simp [level, hole, energy] <;>
+    simp [level, hole, energy, -mul_eq_mul_left_iff, -mul_eq_mul_right_iff] <;>
     first
     | ring1
```
